# One-Dimensional Mesh Averages of the Phonon Lifetime q^(−p), with Gamma Excluded, Converge for 0 ≤ p < 1 and Diverge for p ≥ 1

A phonon lifetime that grows as q^(−p), with p > 0, is infinite at the Gamma point, q = 0. If that point is left out of a mesh sum, every mesh returns a finite number, whether or not finer meshes approach a limit. For p = 1 in one dimension, going from 1000 to 2000 mesh points raises the average from about 7.49 to 8.18 times the lifetime at the zone boundary. The relative change per doubling then shrinks towards zero, so a convergence test with a relative tolerance is eventually passed by a quantity that diverges.

## Three regimes of the mesh sum

Measure q in units of the zone-boundary wavenumber and the lifetime in units of its value there. The exponent p ≥ 0 says how fast the scattering rate q^p vanishes at long wavelength; p = 0 is a constant lifetime. On the mesh q = m/N, with m = 1, …, N and N ≥ 1, the average is

S_N = (1/N) Σ_{m=1}^{N} (m/N)^(−p) = N^(p−1) A_N,  where A_N = Σ_{m=1}^{N} m^(−p).

The claim is that, as N → ∞,

S_N → 1/(1−p) for p < 1,
S_N / ln N → 1 for p = 1,
S_N / N^(p−1) → Σ_{m=1}^{∞} m^(−p) for p > 1.

**p < 1.** Put r = 1 − p, so that 0 < r ≤ 1. Bernoulli's inequality for such an exponent is

(1 + t)^r ≤ 1 + r t for t ≥ −1.

Set t = s/x with x > 0 and multiply by x^r:

(x + s)^r ≤ x^r + r s x^(r−1).

Now take x = m, and note that r − 1 = −p. The choices s = 1 and s = −1 give

(m+1)^r − m^r ≤ r m^(−p) ≤ m^r − (m−1)^r.

Both outer expressions telescope when summed over m = 1, …, N:

(N+1)^r − 1 ≤ r A_N ≤ N^r.

Replace (N+1)^r by the smaller N^r, multiply by N^(p−1) = N^(−r) and divide by r:

(1 − N^(p−1))/(1−p) ≤ S_N ≤ 1/(1−p).

Since N^(p−1) → 0, the limit follows.

**p = 1.** Here S_N is the harmonic number 1 + 1/2 + … + 1/N. Each 1/m is at least the integral of 1/x from m to m+1 and, for m ≥ 2, at most the integral from m−1 to m. Hence

ln N ≤ ln(N+1) ≤ S_N ≤ 1 + ln N.

For N ≥ 2, division by ln N puts the ratio between 1 and 1 + 1/ln N.

**p > 1.** Now S_N/N^(p−1) = A_N exactly. These partial sums increase, and comparison with the integral of x^(−p) bounds them by 1 + 1/(p−1), so they converge to the full series.

**The continuum integral and the divergence.** For p < 1 the limit agrees with the zone integral,

∫₀¹ q^(−p) dq = [q^(1−p)/(1−p)]₀¹ = 1/(1−p).

For p ≥ 1, every mesh point has q ≤ 1, so q^(−p) ≥ q^(−1). The average is therefore at least its value for p = 1, which is at least ln N, and it grows without bound.

In a one-dimensional, single-branch relaxation-time model with constant group velocity and mode heat capacity, the thermal conductivity summed on this mesh is proportional to S_N, so the exponent alone decides whether refining the mesh can converge it. Convergence can still be very slow: for p = 0.9 a mesh of a million points still gives about 7.6 instead of the limit 10, and the lower bound guarantees one per cent accuracy only from N = 10²⁰.

## The lifetime and its average in Lean

```lean
import Mathlib

open Filter Topology Real

namespace PhononMeshAverage

noncomputable section

/-- Power-law phonon lifetime `q^(-p)` at reduced wavenumber `q > 0`. -/
def lifetime (p q : ℝ) : ℝ := q ^ (-p)
```

Both the exponent and the wavenumber are real numbers, and the power is Mathlib's real power. The power law is assumed on the whole interval up to the zone boundary; it is not derived from a scattering mechanism.

```lean
/-- Average of the lifetime over the `N ≥ 1` mesh points `q = 1/N, 2/N, ..., 1`,
with the Gamma point `q = 0` excluded. -/
def meshAverage (p : ℝ) (N : ℕ) : ℝ :=
  (1 / (N : ℝ)) * ∑ n ∈ Finset.range N, lifetime p (((n : ℝ) + 1) / N)
```

Lean's index `n` runs from 0 to N − 1, so the m of the derivation is `n + 1`. Comments in the code that speak of n = 1, …, N refer to m. All points carry equal weight, including the zone boundary q = 1. The model has no three-dimensional phase-space factor, no sum over branches and no boundary scattering to cap the lifetime near Gamma.

```lean
/-- Scaling form: on a mesh of `N ≥ 1` points the average is `N^(p-1)` times the sum of
`n^(-p)` over `n = 1, ..., N`. -/
theorem meshAverage_eq (p : ℝ) {N : ℕ} (hN : 0 < N) :
    meshAverage p N =
      (N : ℝ) ^ (p - 1) * ∑ n ∈ Finset.range N, ((n : ℝ) + 1) ^ (-p) := by
  have hN' : (0 : ℝ) < N := by exact_mod_cast hN
  unfold meshAverage lifetime
  rw [Finset.mul_sum, Finset.mul_sum]
  apply Finset.sum_congr rfl
  intro n _
  have hn : (0 : ℝ) ≤ (n : ℝ) + 1 := by positivity
  rw [Real.div_rpow hn hN'.le, Real.rpow_neg hN'.le, Real.rpow_sub hN', Real.rpow_one,
    div_inv_eq_mul]
  ring
```

This is the scaling form S_N = N^(p−1) A_N, valid for every real p. The proof moves the prefactors into the sums and compares them term by term, using the rules for powers of quotients and for differences of exponents.

## Bernoulli's inequality as a tangent bound

```lean
/-- A power with exponent `r` between 0 and 1 never exceeds its tangent: for `x > 0` and `s ≥ -x`,
`(x+s)^r` is at most `x^r + r s x^(r-1)`. -/
theorem rpow_le_tangent {x s r : ℝ} (hx : 0 < x) (hs : -x ≤ s) (h0 : 0 ≤ r) (h1 : r ≤ 1) :
    (x + s) ^ r ≤ x ^ r + r * s * x ^ (r - 1) := by
  have hsx : -1 ≤ s / x := by
    rw [le_div_iff₀ hx]
    linarith
  have e : x * (1 + s / x) = x + s := by field_simp
  calc (x + s) ^ r = x ^ r * (1 + s / x) ^ r := by
        rw [← Real.mul_rpow hx.le (by linarith), e]
    _ ≤ x ^ r * (1 + r * (s / x)) :=
        mul_le_mul_of_nonneg_left (rpow_one_add_le_one_add_mul_self hsx h0 h1)
          (Real.rpow_nonneg hx.le r)
    _ = x ^ r + r * s * x ^ (r - 1) := by
        rw [Real.rpow_sub_one hx.ne']
        ring
```

The `calc` chain follows the derivation: factor out x^r, apply Bernoulli's inequality to 1 + s/x, and multiply out.

The middle step uses the Mathlib lemma `rpow_one_add_le_one_add_mul_self`, on which the whole regime p < 1 rests. It holds for real exponents between 0 and 1. Geometrically, it says that a concave power never exceeds its tangent, on either side of the point of contact. One inequality therefore supplies both the lower and the upper bound on m^(−p), according to the sign of s, and no integral has to be estimated. The lemma also admits the endpoint t = −1. The first mesh point needs this, because a step down from m = 1 lands on 0.

```lean
/-- For `0 ≤ p < 1`, the sum of `n^(-p)` over `n = 1, ..., N`, multiplied by `1-p`, lies
between `(N+1)^(1-p) - 1` and `N^(1-p)`. -/
theorem power_sum_bounds {p : ℝ} (h0 : 0 ≤ p) (h1 : p < 1) (N : ℕ) :
    ((N : ℝ) + 1) ^ (1 - p) - 1 ≤ (1 - p) * ∑ n ∈ Finset.range N, ((n : ℝ) + 1) ^ (-p) ∧
      (1 - p) * ∑ n ∈ Finset.range N, ((n : ℝ) + 1) ^ (-p) ≤ (N : ℝ) ^ (1 - p) := by
  induction N with
  | zero =>
    constructor
    · simp
    · rw [Finset.sum_range_zero, mul_zero]
      exact Real.rpow_nonneg (Nat.cast_nonneg _) _
  | succ k ih =>
    have hk : (0 : ℝ) ≤ k := Nat.cast_nonneg k
    have hx : (0 : ℝ) < (k : ℝ) + 1 := by linarith
    -- the tangent at `k+1`, followed one step up and one step down
    have up := rpow_le_tangent (s := 1) (r := 1 - p) hx (by linarith) (by linarith)
      (by linarith)
    have down := rpow_le_tangent (s := -1) (r := 1 - p) hx (by linarith) (by linarith)
      (by linarith)
    rw [show 1 - p - 1 = -p by ring] at up down
    rw [show (k : ℝ) + 1 + -1 = k by ring] at down
    rw [Finset.sum_range_succ, mul_add, Nat.cast_add, Nat.cast_one]
    constructor
    · linarith [ih.1]
    · linarith [ih.2]
```

Telescoping becomes induction on N. In the step from `k` to `k + 1` the new term has m = k + 1. The tangent inequality `up`, with s = 1, extends the lower bound, and `down`, with s = −1, extends the upper one. After the exponents and arguments have been simplified, `linarith` adds each inequality to the induction hypothesis.

## Error bounds on a finite mesh

```lean
/-- Finite-mesh error for `0 ≤ p < 1`: with `N ≥ 1` points the average lies below `1/(1-p)`
or equals it, and the deficit is at most `N^(p-1)/(1-p)`. -/
theorem meshAverage_bounds {p : ℝ} (h0 : 0 ≤ p) (h1 : p < 1) {N : ℕ} (hN : 0 < N) :
    (1 - (N : ℝ) ^ (p - 1)) / (1 - p) ≤ meshAverage p N ∧
      meshAverage p N ≤ 1 / (1 - p) := by
  have hN' : (0 : ℝ) < N := by exact_mod_cast hN
  have hr : 0 < 1 - p := by linarith
  have hP : 0 < (N : ℝ) ^ (p - 1) := Real.rpow_pos_of_pos hN' _
  have hPQ : (N : ℝ) ^ (p - 1) * (N : ℝ) ^ (1 - p) = 1 := by
    rw [← Real.rpow_add hN', show p - 1 + (1 - p) = 0 by ring, Real.rpow_zero]
  have hQ : (N : ℝ) ^ (1 - p) ≤ ((N : ℝ) + 1) ^ (1 - p) :=
    Real.rpow_le_rpow hN'.le (by linarith) hr.le
  obtain ⟨lo, hi⟩ := power_sum_bounds h0 h1 N
  have lo' := mul_le_mul_of_nonneg_left ((sub_le_sub_right hQ 1).trans lo) hP.le
  have hi' := mul_le_mul_of_nonneg_left hi hP.le
  rw [meshAverage_eq p hN]
  constructor
  · rw [div_le_iff₀ hr]
    nlinarith
  · rw [le_div_iff₀ hr]
    nlinarith
```

The statement holds for every N ≥ 1, not only asymptotically. In the proof, `hPQ` records that N^(p−1) N^(1−p) = 1, and `hQ` replaces (N+1)^(1−p) by N^(1−p). Multiplication by N^(p−1) and division by 1 − p then give the two bounds. The upper bound does use the sign of p: for p = −1 and N = 1 the average is 1, while 1/(1−p) is 1/2.

```lean
/-- For `p = 1` and `N ≥ 1` mesh points the average lies between `ln N` and `1 + ln N`. -/
theorem meshAverage_one_bounds {N : ℕ} (hN : 0 < N) :
    Real.log N ≤ meshAverage 1 N ∧ meshAverage 1 N ≤ 1 + Real.log N := by
  have hN' : (0 : ℝ) < N := by exact_mod_cast hN
  have e : meshAverage 1 N = (harmonic N : ℝ) := by
    rw [meshAverage_eq 1 hN]
    simp [harmonic, Real.rpow_neg_one]
  rw [e]
  refine ⟨le_trans ?_ (log_add_one_le_harmonic N), harmonic_le_one_add_log N⟩
  apply Real.log_le_log hN'
  push_cast
  linarith
```

For p = 1 the average is identified with Mathlib's `harmonic N`. The integral comparison is already available there as two logarithmic bounds, and monotonicity of the logarithm weakens ln(N+1) to ln N.

## The limits of infinite mesh size

```lean
/-- Mesh convergence of the average of `q^(-p)`, `p ≥ 0`, with Gamma excluded: it tends to
`1/(1-p)` for `p < 1`, grows as `ln N` for `p = 1`, and grows as `N^(p-1)` times the sum of
`n^(-p)` over all `n ≥ 1` for `p > 1`. -/
theorem meshAverage_asymptotics {p : ℝ} (hp : 0 ≤ p) :
    (p < 1 → Tendsto (meshAverage p) atTop (𝓝 (1 / (1 - p)))) ∧
    (p = 1 → Tendsto (fun N : ℕ => meshAverage p N / Real.log N) atTop (𝓝 1)) ∧
    (1 < p → Tendsto (fun N : ℕ => meshAverage p N / (N : ℝ) ^ (p - 1)) atTop
      (𝓝 (∑' n : ℕ, ((n : ℝ) + 1) ^ (-p)))) := by
  refine ⟨fun h1 => ?_, fun h1 => ?_, fun h1 => ?_⟩
  · -- the finite-mesh error vanishes
    have hz : Tendsto (fun N : ℕ => (N : ℝ) ^ (p - 1)) atTop (𝓝 0) := by
      have h := (tendsto_rpow_neg_atTop (show 0 < 1 - p by linarith)).comp
        (tendsto_natCast_atTop_atTop (R := ℝ))
      rw [show p - 1 = -(1 - p) by ring]
      exact h
    have hl : Tendsto (fun N : ℕ => (1 - (N : ℝ) ^ (p - 1)) / (1 - p)) atTop
        (𝓝 (1 / (1 - p))) := by
      have h := (hz.const_sub 1).div_const (1 - p)
      rwa [sub_zero] at h
    refine tendsto_of_tendsto_of_tendsto_of_le_of_le' hl tendsto_const_nhds ?_ ?_
    · filter_upwards [eventually_gt_atTop 0] with N hN
      exact (meshAverage_bounds hp h1 hN).1
    · filter_upwards [eventually_gt_atTop 0] with N hN
      exact (meshAverage_bounds hp h1 hN).2
  · -- the average differs from the logarithm by at most one
    subst h1
    have hu : Tendsto (fun N : ℕ => (Real.log N)⁻¹ + 1) atTop (𝓝 1) := by
      have h := (tendsto_inv_atTop_zero.comp (Real.tendsto_log_atTop.comp
        (tendsto_natCast_atTop_atTop (R := ℝ)))).add_const 1
      rw [zero_add] at h
      exact h
    refine tendsto_of_tendsto_of_tendsto_of_le_of_le' tendsto_const_nhds hu ?_ ?_
    · filter_upwards [eventually_gt_atTop 1] with N hN
      have hlog : 0 < Real.log N := Real.log_pos (by exact_mod_cast hN)
      rw [le_div_iff₀ hlog, one_mul]
      exact (meshAverage_one_bounds (by omega)).1
    · filter_upwards [eventually_gt_atTop 1] with N hN
      have hlog : 0 < Real.log N := Real.log_pos (by exact_mod_cast hN)
      rw [div_le_iff₀ hlog, add_mul, inv_mul_cancel₀ hlog.ne', one_mul]
      exact (meshAverage_one_bounds (by omega)).2
  · -- the scaled average is a partial sum of a convergent series
    have hs : Summable (fun n : ℕ => ((n : ℝ) + 1) ^ (-p)) := by
      have h := (summable_nat_add_iff 1).2
        (Real.summable_nat_rpow.2 (show -p < -1 by linarith))
      simpa only [Nat.cast_add, Nat.cast_one] using h
    refine hs.hasSum.tendsto_sum_nat.congr' ?_
    filter_upwards [eventually_gt_atTop 0] with N hN
    have hP : (N : ℝ) ^ (p - 1) ≠ 0 :=
      (Real.rpow_pos_of_pos (by exact_mod_cast hN) _).ne'
    rw [meshAverage_eq p hN, mul_div_cancel_left₀ _ hP]
```

The theorem is a conjunction of three implications, one for each range of p. `Tendsto … atTop (𝓝 a)` says that the expression approaches a as N → ∞, and `∑'` denotes the infinite series.

The first two parts squeeze the average between the bounds just proved. `hl` is the limit of the lower bound for p < 1, and `hu` is the limit of 1/ln N + 1 for p = 1. The squeeze lemma needs its inequalities only for all sufficiently large N, so `filter_upwards` can restrict to N ≥ 1 in the first case and to N ≥ 2 in the second, where ln N is positive. In the third part, `hs` establishes convergence of the series, and the scaling form shows that the rescaled average is its partial sum.

## Zone integral and growth for p ≥ 1

```lean
/-- For `p < 1` the integral of the lifetime over `0 < q < 1` is `1/(1-p)`. -/
theorem integral_lifetime {p : ℝ} (h1 : p < 1) :
    ∫ q in (0 : ℝ)..1, lifetime p q = 1 / (1 - p) := by
  simp only [lifetime]
  rw [integral_rpow (Or.inl (by linarith)), Real.one_rpow,
    Real.zero_rpow (by linarith), sub_zero, neg_add_eq_sub]
```

Mathlib's formula for the integral of a power applies because −p > −1. The theorem also allows negative p; for 0 ≤ p < 1 its value is the mesh limit found above.

```lean
/-- For every `p ≥ 1` the mesh average grows without bound as the mesh is refined. -/
theorem meshAverage_diverges {p : ℝ} (h1 : 1 ≤ p) :
    Tendsto (meshAverage p) atTop atTop := by
  refine tendsto_atTop_mono' atTop ?_ (Real.tendsto_log_atTop.comp
    (tendsto_natCast_atTop_atTop (R := ℝ)))
  filter_upwards [eventually_gt_atTop 0] with N hN
  have hN' : (0 : ℝ) < N := by exact_mod_cast hN
  refine (meshAverage_one_bounds hN).1.trans ?_
  -- at each mesh point `q ≤ 1` the lifetime does not decrease as `p` grows
  unfold meshAverage lifetime
  refine mul_le_mul_of_nonneg_left (Finset.sum_le_sum fun n hn => ?_) (by positivity)
  have hn' : (n : ℝ) + 1 ≤ N := by exact_mod_cast Finset.mem_range.1 hn
  exact Real.rpow_le_rpow_of_exponent_ge (by positivity) ((div_le_one hN').2 hn')
    (by linarith)

end

end PhononMeshAverage
```

Here the second `atTop` in the conclusion means that the average tends to +∞. The proof compares lifetimes point by point: for 0 < q ≤ 1, `Real.rpow_le_rpow_of_exponent_ge` gives q^(−1) ≤ q^(−p). The average is therefore at least its value for p = 1, and hence at least ln N.

```lean
#print axioms PhononMeshAverage.meshAverage_asymptotics
#print axioms PhononMeshAverage.integral_lifetime
#print axioms PhononMeshAverage.meshAverage_diverges
```

```
'PhononMeshAverage.meshAverage_asymptotics' depends on axioms: [propext, Classical.choice, Quot.sound]
'PhononMeshAverage.integral_lifetime' depends on axioms: [propext, Classical.choice, Quot.sound]
'PhononMeshAverage.meshAverage_diverges' depends on axioms: [propext, Classical.choice, Quot.sound]
```
